# Free energy along an increasing coordinate on the real line: \(F(\xi(x)) = U(x) + \tfrac1\beta \ln \xi'(x)\)

Suppose I describe a particle on a line by \(2x\) instead of its position \(x\). Every interval becomes twice as long while its probability stays the same, so the probability density is halved. A free energy defined as \(-(1/\beta)\) times the logarithm of the density, with \(\beta = 1/k_BT\), therefore rises by \((1/\beta)\ln 2\) everywhere. That is only a constant, but a coordinate \(\xi(x)\) that stretches the line by different amounts at different places should change the shape of the profile too.

For a potential \(U\), let the additive constant in the free energy be chosen so that \(F=U\) when the coordinate is \(x\) itself. I then expect the local stretching factor \(\xi'(x)\) to enter as
\[
F(\xi(x)) = U(x) + \frac1\beta \ln \xi'(x),
\]
so that subtracting the logarithm gives a profile that no longer depends on the choice of \(\xi\). Can this be derived from the Boltzmann distribution itself, with every hypothesis stated and the proof checked by machine? And when do two coordinates agree on a free-energy difference even without the correction?

## Stretching the axis dilutes the density

Yes, for a differentiable coordinate that has a positive derivative everywhere and covers the whole line. Let \(U\) be continuous, let \(\beta>0\), and suppose that the configurational partition function
\[
Z = \int_{-\infty}^{\infty} e^{-\beta U(x)}\,dx
\]
is finite. Physically, the potential confines the particle well enough for a normalised equilibrium distribution to exist. The integrand is positive everywhere, so \(Z>0\).

Let \(\xi\) be differentiable with \(\xi'(x)>0\) for all \(x\), and let it take every real value. By the mean value theorem \(\xi\) is strictly increasing, so it has an inverse \(g\), which is continuous. The distribution function of \(\xi\) is the probability of finding \(\xi(x)\le s\):
\[
P(s) = \frac1Z\int_{\{x\,:\,\xi(x)\le s\}} e^{-\beta U(x)}\,dx .
\]
Because \(\xi\) is increasing, \(\xi(x)\le s\) means the same as \(x\le g(s)\). Hence
\[
P(s)=\frac{C(g(s))}{Z},\qquad C(a)=\int_{-\infty}^{a}e^{-\beta U(x)}\,dx .
\]

Two derivatives are needed. Splitting the integral at the origin gives \(C(a)=C(0)+\int_0^a e^{-\beta U(x)}\,dx\), so the fundamental theorem of calculus yields \(C'(a)=e^{-\beta U(a)}\). For the inverse, put \(s=\xi(x)\). For \(t\ne s\),
\[
\frac{g(t)-g(s)}{t-s}
=\left[\frac{\xi(g(t))-\xi(g(s))}{g(t)-g(s)}\right]^{-1}.
\]
As \(t\to s\), continuity gives \(g(t)\to g(s)=x\), and the right-hand side tends to \(1/\xi'(x)\). This uses the derivative of \(\xi\) at \(x\) only, so \(\xi'\) need not be continuous.

The chain rule now gives the probability density \(p=P'\):
\[
p(\xi(x))=\frac{e^{-\beta U(x)}}{Z\,\xi'(x)} .
\]
Define the free energy by \(F(s)=-(1/\beta)\ln\bigl(Z\,p(s)\bigr)\). Then
\[
F(\xi(x))=-\frac1\beta\ln\frac{e^{-\beta U(x)}}{\xi'(x)}
=U(x)+\frac1\beta\ln\xi'(x).
\]
Exponentiating gives \(e^{-\beta F(\xi(x))}=e^{-\beta U(x)}/\xi'(x)=Z\,p(\xi(x))\). Every \(s\) has the form \(\xi(x)\), so \(P'(s)=e^{-\beta F(s)}/Z\) at every \(s\).

Now take a second coordinate \(\eta\) of the same kind, and write \(F_\xi\) and \(F_\eta\) for the two free energies. The logarithm of the stretching factor, divided by \(\beta\), is called the metric term. Subtracting it from each free energy gives
\[
F_\xi(\xi(x))-\frac1\beta\ln\xi'(x)=U(x)=F_\eta(\eta(x))-\frac1\beta\ln\eta'(x).
\]
Without the correction, the difference between configurations \(a\) and \(b\) is
\[
F_\xi(\xi(b))-F_\xi(\xi(a))
=U(b)-U(a)+\frac1\beta\ln\frac{\xi'(b)}{\xi'(a)} .
\]
Since the logarithm is injective on positive numbers, the two coordinates agree on this difference exactly when \(\xi'(b)/\xi'(a)=\eta'(b)/\eta'(a)\). The coordinates \(x\) and \(2x\) always agree, because both ratios are 1.

A coordinate with variable stretching is \(\xi(x)=\sinh x\), whose derivative is \(\cosh x\). For the harmonic well \(U(x)=kx^2/2\) with \(k>0\),
\[
F(\sinh x)=\frac{kx^2}{2}+\frac1\beta\ln\cosh x .
\]
Relative to the minimum at \(x=0\), the free energy exceeds the potential by \((1/\beta)\ln\cosh x\).

For simulations reduced to one configurational degree of freedom, this means that a barrier height read from a free-energy profile can depend on the collective variable even when the sampling is perfect.

Here is the complete Lean file.

```lean
import Mathlib

open MeasureTheory Set

namespace BlueMoonMetric

noncomputable section

/-- The Boltzmann weight `exp(-β U(x))` of the configuration `x`. -/
def boltzmann (β : ℝ) (U : ℝ → ℝ) (x : ℝ) : ℝ := Real.exp (-β * U x)

/-- The configurational partition function `Z`, for an integrable Boltzmann weight. -/
def partitionFn (β : ℝ) (U : ℝ → ℝ) : ℝ := ∫ x, boltzmann β U x

/-- The distribution function of `ξ`: the Boltzmann probability that `ξ(x) ≤ s`,
for an integrable Boltzmann weight with `Z ≠ 0`. -/
def distribution (β : ℝ) (U ξ : ℝ → ℝ) (s : ℝ) : ℝ :=
  (∫ x in {x | ξ x ≤ s}, boltzmann β U x) / partitionFn β U

/-- The free-energy profile `F(s) = -(1/β) ln (Z p(s))`, where `p` is the probability density
of `ξ`, that is, the derivative of its distribution function; for `β ≠ 0` and `Z p(s) > 0`. -/
def freeEnergy (β : ℝ) (U ξ : ℝ → ℝ) (s : ℝ) : ℝ :=
  -(1 / β) * Real.log (partitionFn β U * deriv (distribution β U ξ) s)

/-- `ξ` is a reaction coordinate with metric factor `ξ'`: it is differentiable with positive
derivative `ξ'` and takes every real value. -/
structure IsCoordinate (ξ ξ' : ℝ → ℝ) : Prop where
  hasDeriv : ∀ x, HasDerivAt ξ (ξ' x) x
  pos : ∀ x, 0 < ξ' x
  surj : Function.Surjective ξ

variable {β : ℝ} {U ξ ξ' η η' : ℝ → ℝ}

/-- The partition function of an integrable Boltzmann weight is positive. -/
theorem partitionFn_pos (hi : Integrable (boltzmann β U)) : 0 < partitionFn β U := by
  have hsupp : Function.support (boltzmann β U) = univ := by
    ext x
    simp [boltzmann, Real.exp_ne_zero]
  unfold partitionFn
  have hnonneg : 0 ≤ boltzmann β U := fun x => (Real.exp_pos (-β * U x)).le
  refine (integral_pos_iff_support_of_nonneg hnonneg hi).mpr ?_
  rw [hsupp]
  simp

/-- For a continuous potential with integrable Boltzmann weight, the weight accumulated
to the left of `a` grows at the rate `exp(-β U(a))`. -/
theorem hasDerivAt_cumulative (hU : Continuous U) (hi : Integrable (boltzmann β U)) (a : ℝ) :
    HasDerivAt (fun t => ∫ x in Iic t, boltzmann β U x) (boltzmann β U a) a := by
  have hw : Continuous (boltzmann β U) :=
    Real.continuous_exp.comp (continuous_const.mul hU)
  -- split the half-line at the origin and use the fundamental theorem of calculus
  have heq : (fun t => ∫ x in Iic t, boltzmann β U x) =
      fun t => (∫ x in Iic (0 : ℝ), boltzmann β U x) + ∫ x in (0 : ℝ)..t, boltzmann β U x := by
    funext t
    have h := intervalIntegral.integral_Iic_sub_Iic
      (hi.integrableOn (s := Iic (0 : ℝ))) (hi.integrableOn (s := Iic t))
    linarith
  rw [heq]
  exact (hw.integral_hasStrictDerivAt 0 a).hasDerivAt.const_add _

/-- For a continuous potential with integrable Boltzmann weight, the probability density of a
reaction coordinate at `ξ(x)` is `exp(-β U(x)) / (ξ'(x) Z)`. -/
theorem hasDerivAt_distribution (hU : Continuous U) (hi : Integrable (boltzmann β U))
    (hξ : IsCoordinate ξ ξ') (x : ℝ) :
    HasDerivAt (distribution β U ξ) (boltzmann β U x / ξ' x / partitionFn β U) (ξ x) := by
  have hmono : StrictMono ξ :=
    strictMono_of_deriv_pos fun y => by rw [(hξ.hasDeriv y).deriv]; exact hξ.pos y
  -- the coordinate has a continuous inverse `g`
  obtain ⟨g, hg, hleft, hright⟩ :
      ∃ g : ℝ → ℝ, Continuous g ∧ (∀ s, ξ (g s) = s) ∧ ∀ y, g (ξ y) = y := by
    let e := hmono.orderIsoOfSurjective ξ hξ.surj
    exact ⟨e.symm, e.symm.continuous, e.apply_symm_apply, e.symm_apply_apply⟩
  have hinv : HasDerivAt g (ξ' x)⁻¹ (ξ x) := by
    have h1 : HasDerivAt ξ (ξ' x) (g (ξ x)) := by
      rw [hright]
      exact hξ.hasDeriv x
    exact HasDerivAt.of_local_left_inverse hg.continuousAt h1 (hξ.pos x).ne'
      (Filter.Eventually.of_forall hleft)
  -- the event `ξ ≤ s` is a half-line
  have hset : ∀ s, {y | ξ y ≤ s} = Iic (g s) := by
    intro s
    ext y
    have h := hmono.le_iff_le (a := y) (b := g s)
    rw [hleft] at h
    exact h
  have hfun : distribution β U ξ =
      fun s => (∫ y in Iic (g s), boltzmann β U y) / partitionFn β U := by
    funext s
    simp only [distribution, hset]
  have hcum : HasDerivAt (fun t => ∫ y in Iic t, boltzmann β U y)
      (boltzmann β U x) (g (ξ x)) := by
    rw [hright]
    exact hasDerivAt_cumulative hU hi x
  rw [hfun, div_eq_mul_inv (boltzmann β U x)]
  exact (hcum.comp (ξ x) hinv).div_const (partitionFn β U)

/-- For `β > 0` and a continuous potential with integrable Boltzmann weight, the free energy
along a reaction coordinate is `F(ξ(x)) = U(x) + (1/β) ln ξ'(x)`. -/
theorem freeEnergy_eq (hβ : 0 < β) (hU : Continuous U) (hi : Integrable (boltzmann β U))
    (hξ : IsCoordinate ξ ξ') (x : ℝ) :
    freeEnergy β U ξ (ξ x) = U x + 1 / β * Real.log (ξ' x) := by
  have hZ := (partitionFn_pos hi).ne'
  have hp := (hξ.pos x).ne'
  have hc : partitionFn β U * (boltzmann β U x / ξ' x / partitionFn β U)
      = boltzmann β U x / ξ' x := by
    field_simp
  have h : 1 / β * β = 1 := one_div_mul_cancel hβ.ne'
  rw [freeEnergy, (hasDerivAt_distribution hU hi hξ x).deriv, hc, boltzmann,
    Real.log_div (Real.exp_ne_zero _) hp, Real.log_exp]
  linear_combination U x * h

/-- For `β > 0` and a continuous potential with integrable Boltzmann weight, the distribution
function of a reaction coordinate has derivative `exp(-β F(s))/Z` at every `s`, and
`F(ξ(x)) = U(x) + (1/β) ln ξ'(x)` at every `x`. -/
theorem distribution_and_freeEnergy (hβ : 0 < β) (hU : Continuous U)
    (hi : Integrable (boltzmann β U)) (hξ : IsCoordinate ξ ξ') :
    (∀ s, HasDerivAt (distribution β U ξ)
      (Real.exp (-β * freeEnergy β U ξ s) / partitionFn β U) s) ∧
    ∀ x, freeEnergy β U ξ (ξ x) = U x + 1 / β * Real.log (ξ' x) := by
  refine ⟨fun s => ?_, freeEnergy_eq hβ hU hi hξ⟩
  obtain ⟨x, rfl⟩ := hξ.surj s
  have h : 1 / β * β = 1 := one_div_mul_cancel hβ.ne'
  have hexp : -β * (U x + 1 / β * Real.log (ξ' x)) = -β * U x - Real.log (ξ' x) := by
    linear_combination (-Real.log (ξ' x)) * h
  rw [freeEnergy_eq hβ hU hi hξ, hexp, Real.exp_sub, Real.exp_log (hξ.pos x)]
  exact hasDerivAt_distribution hU hi hξ x

/-- For `β > 0` and a continuous potential with integrable Boltzmann weight, the
metric-corrected profile `F(ξ(x)) - (1/β) ln ξ'(x)` is the same for any two
reaction coordinates. -/
theorem corrected_profile_invariant (hβ : 0 < β) (hU : Continuous U)
    (hi : Integrable (boltzmann β U)) (hξ : IsCoordinate ξ ξ') (hη : IsCoordinate η η')
    (x : ℝ) :
    freeEnergy β U ξ (ξ x) - 1 / β * Real.log (ξ' x) =
      freeEnergy β U η (η x) - 1 / β * Real.log (η' x) := by
  rw [freeEnergy_eq hβ hU hi hξ, freeEnergy_eq hβ hU hi hη]
  ring

/-- For `β > 0` and a continuous potential with integrable Boltzmann weight, two reaction
coordinates give the same uncorrected free-energy difference between `a` and `b` exactly when
their metric factors have the same ratio at these points. -/
theorem difference_eq_iff (hβ : 0 < β) (hU : Continuous U)
    (hi : Integrable (boltzmann β U)) (hξ : IsCoordinate ξ ξ') (hη : IsCoordinate η η')
    (a b : ℝ) :
    freeEnergy β U ξ (ξ b) - freeEnergy β U ξ (ξ a) =
      freeEnergy β U η (η b) - freeEnergy β U η (η a) ↔
    ξ' b / ξ' a = η' b / η' a := by
  have key : ∀ {ζ ζ' : ℝ → ℝ}, IsCoordinate ζ ζ' →
      freeEnergy β U ζ (ζ b) - freeEnergy β U ζ (ζ a) =
        U b - U a + 1 / β * Real.log (ζ' b / ζ' a) := by
    intro ζ ζ' hζ
    rw [freeEnergy_eq hβ hU hi hζ, freeEnergy_eq hβ hU hi hζ,
      Real.log_div (hζ.pos b).ne' (hζ.pos a).ne']
    ring
  rw [key hξ, key hη]
  constructor
  · intro h
    -- the logarithm is injective on positive ratios
    have hlog := mul_left_cancel₀ (one_div_pos.mpr hβ).ne' (add_left_cancel h)
    exact Real.log_injOn_pos (div_pos (hξ.pos b) (hξ.pos a))
      (div_pos (hη.pos b) (hη.pos a)) hlog
  · intro h
    rw [h]

/-- A harmonic well `k x²/2` with `k > 0` and `β > 0`, seen through the coordinate `sinh x`,
has the free energy `k x²/2 + (1/β) ln cosh x`. -/
theorem harmonic_sinh (hβ : 0 < β) {k : ℝ} (hk : 0 < k) (x : ℝ) :
    freeEnergy β (fun y => k * y ^ 2 / 2) Real.sinh (Real.sinh x) =
      k * x ^ 2 / 2 + 1 / β * Real.log (Real.cosh x) := by
  have hi : Integrable (boltzmann β (fun y => k * y ^ 2 / 2)) := by
    have hb : boltzmann β (fun y => k * y ^ 2 / 2) =
        fun y => Real.exp (-(β * k / 2) * y ^ 2) := by
      funext y
      simp only [boltzmann]
      congr 1
      ring
    rw [hb]
    exact integrable_exp_neg_mul_sq (by positivity)
  exact freeEnergy_eq hβ (by fun_prop) hi
    ⟨Real.hasDerivAt_sinh, Real.cosh_pos, Real.sinh_surjective⟩ x

end

end BlueMoonMetric
```

```lean
#print axioms BlueMoonMetric.freeEnergy_eq
#print axioms BlueMoonMetric.distribution_and_freeEnergy
#print axioms BlueMoonMetric.difference_eq_iff
#print axioms BlueMoonMetric.harmonic_sinh
```

```
'BlueMoonMetric.freeEnergy_eq' depends on axioms: [propext, Classical.choice, Quot.sound]
'BlueMoonMetric.distribution_and_freeEnergy' depends on axioms: [propext, Classical.choice, Quot.sound]
'BlueMoonMetric.difference_eq_iff' depends on axioms: [propext, Classical.choice, Quot.sound]
'BlueMoonMetric.harmonic_sinh' depends on axioms: [propext, Classical.choice, Quot.sound]
```

## Reading the hypotheses and theorems as physics

The configuration is a real number `x`, and `U : ℝ → ℝ` is its potential energy. All quantities are numbers in fixed units; a change of the unit of \(\xi\) shifts \(F\) by a constant. The function `boltzmann β U` is the unnormalised weight \(e^{-\beta U}\), and `partitionFn β U` is its integral \(Z\). Momenta do not enter.

The hypothesis `hU` says that the potential is continuous, and `hi` says that the Boltzmann weight is integrable. Integrability is assumed in the general theorems, while the harmonic example proves it for its own potential.

The structure `IsCoordinate ξ ξ'` collects the three conditions on the coordinate. In Lean, `ξ'` is a separate function, and the field `hasDeriv` is what makes it the derivative of `ξ`. The field `pos` excludes turning points and reversals, and `surj` requires the coordinate to range over all real values. This leaves out bounded coordinates such as \(\tanh x\), as well as periodic ones.

The definition `distribution` is \(P(s)\), written as an integral over the event \(\xi(x)\le s\). The definition `freeEnergy` is \(-(1/\beta)\ln(Z\,P'(s))\), with `deriv` supplying \(P'\). The metric term is therefore a consequence of the definition and not part of it. Including \(Z\) in the logarithm fixes the additive constant so that \(F=U\) when \(\xi(x)=x\).

The main theorem, `distribution_and_freeEnergy`, has two parts. The first says that \(P\) is differentiable at every \(s\) with derivative \(e^{-\beta F(s)}/Z\). The second gives the formula for \(F(\xi(x))\) at every \(x\). The theorem `corrected_profile_invariant` equates the corrected profiles of two coordinates at the same configuration `x`, and `difference_eq_iff` is the criterion for equal uncorrected differences. Finally, `harmonic_sinh` is the explicit well.

The namespace refers to blue-moon sampling, a method that averages over constrained configurations in many dimensions. On the line, the constraint \(\xi(x)=s\) selects a single point, so the theorems involve no average over a constraint surface, no constrained dynamics and no estimator of the mean force.

## From a half-line integral to the logarithm of the stretch

The lemma `partitionFn_pos` shows that the Boltzmann weight is nonzero on the whole line. A nonnegative integrable function has a positive integral exactly when the set where it is nonzero has positive measure, which gives \(Z>0\).

The lemma `hasDerivAt_cumulative` computes \(C'(a)\). Its equation `heq` splits the half-line integral at the origin, as above. The first term is constant, and the fundamental theorem of calculus differentiates the second.

The central lemma is `hasDerivAt_distribution`. It first obtains `hmono`, the strict monotonicity of `ξ`, from the positive derivative. Together with surjectivity, this makes `ξ` an order isomorphism of the line, whose inverse supplies the continuous function `g`. The remaining steps follow the calculation:

- `hinv` is the inverse function rule, \(g'(\xi(x))=1/\xi'(x)\).
- `hset` identifies the event \(\xi(y)\le s\) with the half-line \(y\le g(s)\).
- `hfun` rewrites the distribution function as \(C(g(s))/Z\).
- `hcum` gives the derivative of \(C\) at \(g(\xi(x))=x\).

The last line combines `hcum` and `hinv` by the chain rule and divides by \(Z\).

In `freeEnergy_eq`, this derivative replaces `deriv` in the definition of \(F\). The equation `hc` cancels \(Z\), which is allowed because \(Z\) is positive. The logarithm of the quotient then splits into \(-\beta U(x)-\ln\xi'(x)\), and multiplication by \(-1/\beta\) gives the formula.

The main theorem takes an arbitrary `s` and uses surjectivity to write it as `ξ x`. The equation `hexp` expands \(-\beta F(\xi(x))\), after which exponentiation turns the logarithm back into a division by \(\xi'(x)\). What remains is the density already found in `hasDerivAt_distribution`.

For `corrected_profile_invariant`, the free-energy formula is inserted on both sides and the metric terms cancel. In `difference_eq_iff`, the auxiliary statement `key` gives the uncorrected difference for any coordinate. Cancelling \(U(b)-U(a)\) and the nonzero factor \(1/\beta\) leaves an equality of logarithms, and injectivity on positive numbers gives equal ratios. The converse is substitution.

The proof of `harmonic_sinh` rewrites the weight as the Gaussian \(e^{-(\beta k/2)x^2}\), which is integrable because \(\beta k/2>0\). It then applies `freeEnergy_eq`, using the facts that \(\sinh\) has derivative \(\cosh\), that \(\cosh\) is positive, and that \(\sinh\) takes every real value.
